# Above and below its band, the continued fraction of a uniform Lanczos chain converges to a square-root terminator

Take a chain with constant site energy \(a\) and hopping \(b>0\). At a real energy \(x>a+2b\), its truncated continued fractions, \(t_0=0\) and \(t_{n+1}=1/(x-a-b^2t_n)\), converge to

\[
T=\frac{x-a-\sqrt{(x-a)^2-4b^2}}{2b^2},\qquad 0\le T-t_n\le T\,(bT)^{2n},\qquad bT<1 .
\]

Below the band, \(x<a-2b\), the limit has the opposite sign of the root.

In exciton calculations, the Lanczos-Haydock method turns a resolvent element of the Bethe-Salpeter Hamiltonian into a continued fraction, which must stop after finitely many levels. A terminator stands in for the missing tail; the result treats the case where that tail is exactly uniform and the energy is real. Computed coefficients vary from level to level, and replacing their tail by constants is an approximation whose error is not estimated here.

```lean
import Mathlib

open Filter Topology

namespace LanczosTerminatorRealEnergy

noncomputable section
```

In the theorems that follow, the named hypotheses stand in parentheses, the claim follows the colon, and the proof follows `:=`.

```lean
/-- The continued fraction of a uniform Lanczos chain with site energy `a` and hopping `b`, cut
after `n` levels, at real energy `x`. Its domain is where no denominator `x - a - b² tₙ`
vanishes. -/
def truncation (a b x : ℝ) : ℕ → ℝ
  | 0 => 0
  | n + 1 => 1 / (x - a - b ^ 2 * truncation a b x n)
```

`truncation a b x n` is \(t_n\). For \(n\ge1\) it is the end-site element of \((x-H)^{-1}\) for an \(n\)-site chain, provided no denominator vanishes. Lean sets \(1/0=0\), so nonzero denominators have to be proved or assumed.

```lean
/-- The closed-form terminator `(x - a - √((x - a)² - 4b²)) / (2b²)`, for `b ≠ 0` and
`|x - a| ≥ 2|b|`. -/
def terminator (a b x : ℝ) : ℝ :=
  (x - a - √((x - a) ^ 2 - 4 * b ^ 2)) / (2 * b ^ 2)
```

`terminator a b x` is \(T\). Below, \(s=x-a\) is the energy measured from the band centre and \(r=\sqrt{s^2-4b^2}\), so that \(2b^2T=s-r\).

```lean
/-- For `b > 0`, at and above the upper band edge `a + 2b`, the closed form solves the terminator
equation `b² t² - (x - a) t + 1 = 0`. -/
theorem terminator_equation {a b x : ℝ} (hb : 0 < b) (hx : a + 2 * b ≤ x) :
    b ^ 2 * terminator a b x ^ 2 - (x - a) * terminator a b x + 1 = 0 := by
  have hr : 0 ≤ (x - a) ^ 2 - 4 * b ^ 2 := by nlinarith
  have hs := Real.sq_sqrt hr
  have hb' : b ≠ 0 := hb.ne'
  have hT : 2 * b ^ 2 * terminator a b x = x - a - √((x - a) ^ 2 - 4 * b ^ 2) := by
    unfold terminator
    field_simp
  -- complete the square after multiplying by `4b²`
  have h : 4 * b ^ 2 *
      (b ^ 2 * terminator a b x ^ 2 - (x - a) * terminator a b x + 1) = 0 := by
    linear_combination (2 * b ^ 2 * terminator a b x
      + (x - a - √((x - a) ^ 2 - 4 * b ^ 2)) - 2 * (x - a)) * hT + hs
  exact (mul_eq_zero.mp h).resolve_left (by positivity)
```

An infinite uniform chain looks the same after its first site is removed, which suggests \(T=1/(s-b^2T)\), or \(b^2T^2-sT+1=0\). To check that the closed form solves this equation, multiply by \(4b^2\):

\[
(2b^2T)^2-2s(2b^2T)+4b^2=(s-r)^2-2s(s-r)+4b^2=r^2-s^2+4b^2=0 .
\]

The condition \(s\ge2b\) makes \(r^2=s^2-4b^2\) legitimate. In Lean, `hs` is this square-root identity, `hT` is \(2b^2T=s-r\), and `linear_combination` verifies the algebra. The last line divides by \(4b^2\).

```lean
/-- For `b > 0` and energies strictly above the band, the terminator `T` is positive and
`b T < 1`. -/
theorem terminator_bounds {a b x : ℝ} (hb : 0 < b) (hx : a + 2 * b < x) :
    0 < terminator a b x ∧ b * terminator a b x < 1 := by
  have hb' : b ≠ 0 := hb.ne'
  have hup : √((x - a) ^ 2 - 4 * b ^ 2) < x - a := by
    rw [Real.sqrt_lt' (by linarith)]
    nlinarith [pow_pos hb 2]
  have hlow : x - a - 2 * b < √((x - a) ^ 2 - 4 * b ^ 2) := by
    rw [Real.lt_sqrt (by linarith)]
    nlinarith [mul_pos hb (sub_pos.2 hx)]
  have hT : 2 * b ^ 2 * terminator a b x = x - a - √((x - a) ^ 2 - 4 * b ^ 2) := by
    unfold terminator
    field_simp
  constructor
  · unfold terminator
    exact div_pos (by linarith) (by positivity)
  · by_contra h
    have h' := mul_le_mul_of_nonneg_left (not_lt.mp h) hb.le
    nlinarith
```

For \(s>2b\), \(r^2=s^2-4b^2<s^2\) gives \(r<s\). Also,

\[
(s-2b)^2<(s-2b)(s+2b)=r^2,
\]

so \(s-2b<r\). Hence \(0<s-r<2b\), and dividing by \(2b^2\) gives \(0<T<1/b\). The steps `hup` and `hlow` are the two bounds on \(r\); `nlinarith` supplies the inequalities between products.

```lean
/-- For `b > 0` and energies strictly above the band, every truncation is nonnegative and lies
below the terminator, and every denominator of the continued fraction is positive. -/
theorem truncation_bounds {a b x : ℝ} (hb : 0 < b) (hx : a + 2 * b < x) (n : ℕ) :
    0 ≤ truncation a b x n ∧ truncation a b x n < terminator a b x ∧
      0 < x - a - b ^ 2 * truncation a b x n := by
  have heq := terminator_equation hb hx.le
  have hT := (terminator_bounds hb hx).1
  have hD : 0 < x - a - b ^ 2 * terminator a b x := by
    have h : x - a - b ^ 2 * terminator a b x = 1 / terminator a b x :=
      eq_div_of_mul_eq hT.ne' (by linear_combination -heq)
    rw [h]
    positivity
  have key : ∀ t, t < terminator a b x → 0 < x - a - b ^ 2 * t := fun t ht => by
    nlinarith [mul_pos (pow_pos hb 2) (sub_pos.2 ht)]
  induction n with
  | zero => exact ⟨le_refl 0, hT, key 0 hT⟩
  | succ n ih =>
    obtain ⟨_, h1, hd⟩ := ih
    have hlt : truncation a b x (n + 1) < terminator a b x := by
      rw [truncation, div_lt_iff₀ hd]
      nlinarith [mul_pos (mul_pos (pow_pos hb 2) hT) (sub_pos.2 h1)]
    refine ⟨?_, hlt, key _ hlt⟩
    rw [truncation]
    exact (one_div_pos.2 hd).le
```

The claim is \(0\le t_n<T\) and \(s-b^2t_n>0\) for every \(n\). The terminator equation gives \(s-b^2T=1/T>0\), which is `hD`. Any \(t<T\) then has the larger denominator \(s-b^2t>s-b^2T>0\), which is `key`.

Induction starts from \(t_0=0<T\). If \(t_n<T\), then

\[
0<t_{n+1}=\frac1{s-b^2t_n}<\frac1{s-b^2T}=T .
\]

No division by zero occurs above the band.

```lean
/-- For `b > 0` and energies strictly above the band, one more level multiplies the truncation
error by exactly `b² T tₙ₊₁`, where `T` is the terminator. -/
theorem error_step {a b x : ℝ} (hb : 0 < b) (hx : a + 2 * b < x) (n : ℕ) :
    terminator a b x - truncation a b x (n + 1) =
      b ^ 2 * terminator a b x * truncation a b x (n + 1) *
        (terminator a b x - truncation a b x n) := by
  have heq := terminator_equation hb hx.le
  have hd := (truncation_bounds hb hx n).2.2
  have h1 : truncation a b x (n + 1) * (x - a - b ^ 2 * truncation a b x n) = 1 := by
    rw [truncation]
    exact one_div_mul_cancel hd.ne'
  linear_combination (-terminator a b x) * h1 - truncation a b x (n + 1) * heq
```

Use \(t_{n+1}(s-b^2t_n)=1\) and \(T(s-b^2T)=1\) to insert factors of one:

\[
\begin{aligned}
T-t_{n+1}&=T\,t_{n+1}(s-b^2t_n)-t_{n+1}\,T(s-b^2T)\\
&=b^2T\,t_{n+1}(T-t_n).
\end{aligned}
\]

These two equations are `h1` and, after rearrangement, `heq`; `linear_combination` combines them with the same multipliers.

```lean
/-- For `b > 0` and energies strictly above the band, the error after `n` levels is at most
`T (b T)²ⁿ`, where `T` is the terminator. -/
theorem error_bound {a b x : ℝ} (hb : 0 < b) (hx : a + 2 * b < x) (n : ℕ) :
    terminator a b x - truncation a b x n ≤
      terminator a b x * (b * terminator a b x) ^ (2 * n) := by
  have hT := (terminator_bounds hb hx).1
  induction n with
  | zero => simp [truncation]
  | succ n ih =>
    have he := (sub_pos.2 (truncation_bounds hb hx n).2.1).le
    have hu := (truncation_bounds hb hx (n + 1)).2.1.le
    rw [error_step hb hx n]
    calc _ ≤ b ^ 2 * terminator a b x * terminator a b x *
          (terminator a b x - truncation a b x n) :=
          mul_le_mul_of_nonneg_right (mul_le_mul_of_nonneg_left hu (by positivity)) he
      _ ≤ b ^ 2 * terminator a b x * terminator a b x *
          (terminator a b x * (b * terminator a b x) ^ (2 * n)) :=
          mul_le_mul_of_nonneg_left ih (by positivity)
      _ = _ := by ring
```

Since \(t_{n+1}<T\), each level reduces the error at least by the factor \((bT)^2\). The initial error is \(T-t_0=T\), so induction gives

\[
T-t_n\le T(bT)^{2n}.
\]

The `calc` block first replaces \(t_{n+1}\) by \(T\), then inserts the bound for level \(n\).

```lean
/-- For `b > 0` and real energies `x > a + 2b`, the truncated continued fractions converge to the
closed-form terminator. -/
theorem truncation_tendsto {a b x : ℝ} (hb : 0 < b) (hx : a + 2 * b < x) :
    Tendsto (truncation a b x) atTop (𝓝 (terminator a b x)) := by
  obtain ⟨hT, hbT⟩ := terminator_bounds hb hx
  have hq : (b * terminator a b x) ^ 2 < 1 := by
    nlinarith [mul_pos hb hT]
  have hpow := tendsto_pow_atTop_nhds_zero_of_lt_one
    (sq_nonneg (b * terminator a b x)) hq
  have hlow := (hpow.const_mul (terminator a b x)).const_sub (terminator a b x)
  rw [mul_zero, sub_zero] at hlow
  -- squeeze between the geometric lower bound and the terminator itself
  refine tendsto_of_tendsto_of_tendsto_of_le_of_le hlow tendsto_const_nhds
    (fun n => ?_) (fun n => (truncation_bounds hb hx n).2.1.le)
  have h := error_bound hb hx n
  rw [pow_mul] at h
  show terminator a b x - terminator a b x * ((b * terminator a b x) ^ 2) ^ n ≤ _
  linarith
```

`Tendsto (truncation a b x) atTop (𝓝 (terminator a b x))` says \(t_n\to T\) as \(n\to\infty\). The proof is a squeeze:

\[
T-T(bT)^{2n}\le t_n\le T .
\]

Because \((bT)^2<1\), the left side tends to \(T\).

```lean
/-- Reflecting the energy about the band centre `a` reverses the sign of every truncation. -/
theorem truncation_reflect (a b x : ℝ) (n : ℕ) :
    truncation a b (2 * a - x) n = -truncation a b x n := by
  induction n with
  | zero => simp [truncation]
  | succ n ih =>
    simp only [truncation]
    have h : 2 * a - x - a - b ^ 2 * -truncation a b x n =
        -(x - a - b ^ 2 * truncation a b x n) := by ring
    rw [ih, h, one_div, one_div, inv_neg]
```

Replacing \(x\) by \(2a-x\) changes \(s\) into \(-s\). If \(t_n\) changes sign, so does the denominator \(s-b^2t_n\), and therefore \(t_{n+1}\). Induction from \(t_0=0\) proves the symmetry.

```lean
/-- For `b > 0` and energies below the band, `x < a - 2b`, the truncations converge to the closed
form with the opposite sign of the square root. -/
theorem truncation_tendsto_below {a b x : ℝ} (hb : 0 < b) (hx : x < a - 2 * b) :
    Tendsto (truncation a b x) atTop
      (𝓝 ((x - a + √((x - a) ^ 2 - 4 * b ^ 2)) / (2 * b ^ 2))) := by
  have h := (truncation_tendsto (a := a) (x := 2 * a - x) hb (by linarith)).neg
  have hval : -terminator a b (2 * a - x) =
      (x - a + √((x - a) ^ 2 - 4 * b ^ 2)) / (2 * b ^ 2) := by
    unfold terminator
    have h2 : (2 * a - x - a) ^ 2 = (x - a) ^ 2 := by ring
    rw [h2]
    ring
  rw [hval] at h
  refine h.congr fun n => ?_
  show -truncation a b (2 * a - x) n = truncation a b x n
  rw [truncation_reflect, neg_neg]
```

An energy below the band reflects to one above it. Applying the previous limit there and reversing its sign gives

\[
-\frac{-s-r}{2b^2}=\frac{s+r}{2b^2}.
\]

The step `hval` is this identity, and `truncation_reflect` carries the limit back to the original sequence.

This also shows why lying outside the band, \(|x-a|>2b\), is not enough for convergence to `terminator`. For \(a=0\), \(b=1\), \(x=-3\), the truncations are \(0,-1/3,-3/8,-8/21,\ldots\), with limit \((-3+\sqrt5)/2\approx-0.382\), whereas `terminator` gives \((-3-\sqrt5)/2\approx-2.618\).

```lean
/-- For `b > 0`, exactly at the upper band edge `x = a + 2b`, the truncation after `n` levels is
`n / ((n + 1) b)`. -/
theorem truncation_band_edge {a b : ℝ} (hb : 0 < b) (n : ℕ) :
    truncation a b (a + 2 * b) n = n / ((n + 1) * b) := by
  induction n with
  | zero => simp [truncation]
  | succ n ih =>
    have hb' : b ≠ 0 := hb.ne'
    have hn : (n : ℝ) + 1 ≠ 0 := by positivity
    have h1 : b ^ 2 * ((n : ℝ) / ((n + 1) * b)) = b * n / (n + 1) := by field_simp
    have h2 : a + 2 * b - a - b * n / ((n : ℝ) + 1) = b * (n + 2) / (n + 1) := by
      rw [eq_div_iff hn, sub_mul, div_mul_cancel₀ _ hn]
      ring
    rw [truncation, ih, h1, h2, one_div_div]
    push_cast
    congr 1
    ring
```

At the upper edge, \(s=2b\). If \(t_n=n/((n+1)b)\), the next denominator is

\[
2b-\frac{bn}{n+1}=\frac{b(n+2)}{n+1},
\]

and its reciprocal is \(t_{n+1}=(n+1)/((n+2)b)\). The steps `h1` and `h2` compute this denominator. The formula puts \(t_n\) at a distance \(1/((n+1)b)\) from \(1/b\), so convergence slows from geometric to algebraic at the edge.

```lean
/-- Strictly inside the band, `|x - a| < 2b`, the truncations have no real limit, provided no
denominator of the continued fraction vanishes. -/
theorem no_limit_inside_band {a b x : ℝ} (hx : |x - a| < 2 * b)
    (hd : ∀ n, x - a - b ^ 2 * truncation a b x n ≠ 0) (L : ℝ) :
    ¬ Tendsto (truncation a b x) atTop (𝓝 L) := by
  intro hL
  have h1 := ((tendsto_add_atTop_iff_nat 1).2 hL).mul
    ((hL.const_mul (b ^ 2)).const_sub (x - a))
  have h2 : Tendsto (fun n => truncation a b x (n + 1) *
      (x - a - b ^ 2 * truncation a b x n)) atTop (𝓝 1) := by
    refine tendsto_const_nhds.congr fun n => ?_
    rw [truncation]
    exact (one_div_mul_cancel (hd n)).symm
  -- a limit would solve a real quadratic with negative discriminant
  have h3 : L * (x - a - b ^ 2 * L) = 1 := tendsto_nhds_unique h1 h2
  have h4 : (2 * b ^ 2 * L - (x - a)) ^ 2 = (x - a) ^ 2 - 4 * b ^ 2 := by
    linear_combination (-4 * b ^ 2) * h3
  obtain ⟨hl, hr⟩ := abs_lt.mp hx
  have h5 : 0 < (2 * b - (x - a)) * (2 * b + (x - a)) :=
    mul_pos (by linarith) (by linarith)
  nlinarith [sq_nonneg (2 * b ^ 2 * L - (x - a))]

end

end LanczosTerminatorRealEnergy
```

Inside the band, the hypothesis `hd` assumes that no denominator vanishes. Physically, \(x\) must avoid the eigenvalues of all the finite chains. Suppose \(t_n\to L\) with \(L\) real. Taking the limit of \(t_{n+1}(s-b^2t_n)=1\) gives \(L(s-b^2L)=1\), hence

\[
(2b^2L-s)^2=s^2-4b^2<0,
\]

which is impossible. The steps `h3` and `h4` are these two equations, and `h5` is the positivity of \(4b^2-s^2\). To compute an absorption spectrum inside the band, one can add a small imaginary part to the energy, or keep the energy real and take a complex root in the terminator; these real-valued definitions cover neither.

```lean
#print axioms LanczosTerminatorRealEnergy.truncation_tendsto_below
#print axioms LanczosTerminatorRealEnergy.truncation_band_edge
#print axioms LanczosTerminatorRealEnergy.no_limit_inside_band
```

```
'LanczosTerminatorRealEnergy.truncation_tendsto_below' depends on axioms: [propext, Classical.choice, Quot.sound]
'LanczosTerminatorRealEnergy.truncation_band_edge' depends on axioms: [propext, Classical.choice, Quot.sound]
'LanczosTerminatorRealEnergy.no_limit_inside_band' depends on axioms: [propext, Classical.choice, Quot.sound]
```
